# Exactly one magnon energy below all spin-flip energies at each wave number, for finitely many occupied momenta in a one-dimensional parabolic-band model with positive exchange splitting

The model has a finite, nonempty set `S` of occupied real momenta, and moving an electron from `k` to `k + q` while flipping its spin costs (k + q)²/2 + Δ − k²/2, with a given exchange splitting Δ > 0. A magnon energy at wave number `q` is a real number `w` below all these costs for `k` in `S`, such that the average over `S` of 1/(cost − w) equals 1/Δ. The theorem says that for every real `q` there is exactly one such `w`. Uniqueness is to come from the sum of these reciprocals growing strictly with `w`, and existence from the intermediate value theorem, on an interval that ends below the lowest cost.

As first written in Lean, the proof fails:

```lean
import Mathlib

open Filter Topology

namespace SpinFlipMagnon

noncomputable section

/-- The average of `f` over the occupied momenta `S`. -/
def avg (S : Finset ℝ) (f : ℝ → ℝ) : ℝ := (∑ k ∈ S, f k) / (S.card : ℝ)

/-- The energy for moving an electron from momentum `k` to `k + q` while flipping its spin
against the exchange splitting `Δ`. -/
def stonerEnergy (Δ k q : ℝ) : ℝ := ((k + q) ^ 2 / 2 + Δ) - k ^ 2 / 2

/-- `w` is a magnon energy at wave number `q`: it lies below all single-particle spin-flip
energies and solves the spin-flip response equation. -/
def IsMagnon (S : Finset ℝ) (Δ q w : ℝ) : Prop :=
  (∀ k ∈ S, w < stonerEnergy Δ k q) ∧
    avg S (fun k => 1 / (stonerEnergy Δ k q - w)) = 1 / Δ

/-- At every wave number there is exactly one magnon energy. -/
theorem existsUnique_magnon {S : Finset ℝ} (hne : S.Nonempty) {Δ : ℝ} (hΔ : 0 < Δ) (q : ℝ) :
    ∃! w, IsMagnon S Δ q w := by
  have hn : (0 : ℝ) < S.card := by exact_mod_cast hne.card_pos
  have hn1 : (1 : ℝ) ≤ S.card := by exact_mod_cast hne.card_pos
  -- two different roots would give different sums
  have key : ∀ v w, IsMagnon S Δ q v → IsMagnon S Δ q w → ¬ v < w := by
    intro v w hv hw hvw
    have h1 := (div_eq_iff hn.ne').1 hv.2
    have h2 := (div_eq_iff hn.ne').1 hw.2
    have h3 : ∑ k ∈ S, 1 / (stonerEnergy Δ k q - v) < ∑ k ∈ S, 1 / (stonerEnergy Δ k q - w) :=
      Finset.sum_lt_sum_of_nonempty hne fun k hk =>
        one_div_lt_one_div_of_lt (by linarith [hw.1 k hk]) (by linarith)
    linarith
  obtain ⟨k₀, hk₀, hmin⟩ := S.exists_min_image (fun k => stonerEnergy Δ k q) hne
  have hd : 0 < Δ / S.card := div_pos hΔ hn
  have hdΔ : Δ / S.card ≤ Δ := div_le_self hΔ.le hn1
  have hcont : ContinuousOn (fun w => ∑ k ∈ S, 1 / (stonerEnergy Δ k q - w))
      (Set.Icc (stonerEnergy Δ k₀ q - Δ) (stonerEnergy Δ k₀ q - Δ / S.card)) := by
    refine continuousOn_finset_sum S fun k hk => ?_
    refine ContinuousOn.div continuousOn_const (continuousOn_const.sub continuousOn_id) ?_
    intro w hw
    have h1 := hmin k hk
    have h2 := hw.2
    simp only [id] at *
    exact ne_of_gt (by linarith)
  -- the sum is too small at the left end and too large at the right end
  have hlow : ∑ k ∈ S, 1 / (stonerEnergy Δ k q - (stonerEnergy Δ k₀ q - Δ))
      ≤ 1 / Δ * S.card := by
    have h := Finset.sum_le_card_nsmul S
      (fun k => 1 / (stonerEnergy Δ k q - (stonerEnergy Δ k₀ q - Δ))) (1 / Δ)
      (fun k hk => one_div_le_one_div_of_le hΔ (by linarith [hmin k hk]))
    rw [nsmul_eq_mul] at h
    linarith
  have hhigh : 1 / Δ * S.card
      ≤ ∑ k ∈ S, 1 / (stonerEnergy Δ k q - (stonerEnergy Δ k₀ q - Δ / S.card)) := by
    have h := Finset.single_le_sum
      (f := fun k => 1 / (stonerEnergy Δ k q - (stonerEnergy Δ k₀ q - Δ / S.card)))
      (fun k hk => one_div_nonneg.2 (by linarith [hmin k hk])) hk₀
    refine le_trans (le_of_eq ?_) h
    simp only [sub_sub_cancel]
    field_simp
  obtain ⟨w, hw, hroot⟩ := intermediate_value_Icc (by linarith) hcont ⟨hlow, hhigh⟩
  have hmag : IsMagnon S Δ q w :=
    ⟨fun k hk => by linarith [hmin k hk, hw.2], (div_eq_iff hn.ne').2 hroot⟩
  exact ⟨w, hmag, fun v hv =>
    le_antisymm (not_lt.1 (key w v hmag hv)) (not_lt.1 (key v w hv hmag))⟩

end

end SpinFlipMagnon
```

The compiler's answer:

```
Main.lean:41:11: warning: `continuousOn_finset_sum` has been deprecated: Use `continuousOn_finsetSum` instead
Main.lean:46:4: error: `simp` made no progress
```

Diagnosis. The error comes in the proof that the sum is continuous, where each denominator must be shown to be nonzero. The line `simp only [id] at *` was there to unfold `id`, which the proof mentions through `continuousOn_id`. But `simp` found nothing it could simplify in the goal or the hypotheses, and Lean treats that as an error.

The repair removes the call. It states the types of `h1` and `h2` outright, so that `linarith` has plain inequalities to work with: the lowest cost is at most the cost at `k`, and `w` is at most the lowest cost minus `Δ / S.card`. As `hd` says that `Δ / S.card` is positive, `linarith` proves `h3`, that the denominator is positive, and `h3.ne'` gives that it is nonzero.

The other message is only a deprecation warning, answered by the new name `continuousOn_finsetSum`. The reworded comment is tidying: it now matches the non-strict inequalities proved below it.

Lean accepts the file once it reads:

```diff
@@ -39,12 +39,12 @@
   have hcont : ContinuousOn (fun w => ∑ k ∈ S, 1 / (stonerEnergy Δ k q - w))
       (Set.Icc (stonerEnergy Δ k₀ q - Δ) (stonerEnergy Δ k₀ q - Δ / S.card)) := by
-    refine continuousOn_finset_sum S fun k hk => ?_
+    refine continuousOn_finsetSum S fun k hk => ?_
     refine ContinuousOn.div continuousOn_const (continuousOn_const.sub continuousOn_id) ?_
     intro w hw
-    have h1 := hmin k hk
-    have h2 := hw.2
-    simp only [id] at *
-    exact ne_of_gt (by linarith)
-  -- the sum is too small at the left end and too large at the right end
+    have h1 : stonerEnergy Δ k₀ q ≤ stonerEnergy Δ k q := hmin k hk
+    have h2 : w ≤ stonerEnergy Δ k₀ q - Δ / S.card := hw.2
+    have h3 : 0 < stonerEnergy Δ k q - w := by linarith
+    exact h3.ne'
+  -- the sum is at most the required value at the left end and at least that value at the right end
   have hlow : ∑ k ∈ S, 1 / (stonerEnergy Δ k q - (stonerEnergy Δ k₀ q - Δ))
       ≤ 1 / Δ * S.card := by
```
